# The d weight of a coupled two-level ground state rises with the double-counting shift at rate 2t²/g³

Place a d orbital and a ligand orbital, normalised and orthogonal to each other, at the same energy, zero, and couple them by a real $t\neq0$. The levels are $\pm|t|$, their separation is $2|t|$, and the lower state is half d. Moving the d orbital up or down widens the separation. Moving it down also puts more d character into the lower state.

A double-counting correction causes such a movement: it subtracts a shift $s$ from the d energy $D$. The equal-energy case is $s=D$. For general $s$, the separation $g$ and the d weight follow from a $2\times2$ eigenvalue problem.

```lean
import Mathlib

open Matrix

namespace DoubleCountingShift

noncomputable section
```

## Hamiltonian, levels and ground states

In an orthonormal basis with the d orbital first and the ligand energy as zero,
$$H(s)=\begin{pmatrix}D-s&t\\t&0\end{pmatrix}.$$
The shift is a free parameter, and $D$ and $t$ do not respond to it. There is no interaction term and no self-consistent occupation.

```lean
/-- Two-level Hamiltonian of a d orbital at energy `D - s`, with double-counting shift `s`,
coupled by `t` to a ligand orbital at energy zero. -/
def hamiltonian (D t s : ℝ) : Matrix (Fin 2) (Fin 2) ℝ := !![D - s, t; t, 0]
```

A level is a real $E$ with $Hv=Ev$ for some nonzero real vector $v=(v_0,v_1)$.

```lean
/-- `E` is an energy level: the Hamiltonian has a nonzero eigenvector with eigenvalue `E`. -/
def IsLevel (D t s E : ℝ) : Prop :=
  ∃ v : Fin 2 → ℝ, v ≠ 0 ∧ hamiltonian D t s *ᵥ v = E • v
```

A ground state is an eigenvector with $v_0^2+v_1^2=1$ whose energy is at or below every level. Its d weight is $v_0^2$.

```lean
/-- A ground state: a normalized eigenvector whose energy is not above any level. -/
def IsGroundState (D t s : ℝ) (v : Fin 2 → ℝ) : Prop :=
  v 0 ^ 2 + v 1 ^ 2 = 1 ∧
    ∃ E, hamiltonian D t s *ᵥ v = E • v ∧ ∀ E', IsLevel D t s E' → E ≤ E'
```

Define $g(s)=\sqrt{(D-s)^2+4t^2}$. That this formula is a level separation is proved below.

```lean
/-- The function `g(s) = √((D - s)² + 4t²)`. -/
def gap (D t s : ℝ) : ℝ := √((D - s) ^ 2 + 4 * t ^ 2)
```

The candidate for the lower energy is $E_-=\tfrac12\big((D-s)-g\big)$.

```lean
/-- The energy `((D - s) - g(s)) / 2`. -/
def lower (D t s : ℝ) : ℝ := ((D - s) - gap D t s) / 2
```

The radicand is a sum of squares, so $g^2=(D-s)^2+4t^2$.

```lean
/-- The square of `g(s)` is `(D - s)² + 4t²`. -/
lemma gap_sq (D t s : ℝ) : gap D t s ^ 2 = (D - s) ^ 2 + 4 * t ^ 2 :=
  Real.sq_sqrt (by positivity)
```

If $t\neq0$, the radicand is positive and so is $g$. Physically, $t\ne0$ means that the orbitals hybridise; without it the levels cross at $s=D$.

```lean
/-- For nonzero coupling `g(s)` is positive. -/
lemma gap_pos {t : ℝ} (ht : t ≠ 0) (D s : ℝ) : 0 < gap D t s :=
  Real.sqrt_pos.mpr (by positivity)
```

## From the eigenvector equation to the gap

In components, $Hv=Ev$ reads
$$(D-s)v_0+tv_1=Ev_0,\qquad tv_0=Ev_1.$$

```lean
/-- The eigenvector equation, written out for the d and ligand amplitudes. -/
lemma eigen_iff {D t s E : ℝ} {v : Fin 2 → ℝ} :
    hamiltonian D t s *ᵥ v = E • v ↔
      (D - s) * v 0 + t * v 1 = E * v 0 ∧ t * v 0 = E * v 1 := by
  constructor
  · intro h
    have h0 := congrFun h 0
    have h1 := congrFun h 1
    simp [hamiltonian, Matrix.mulVec, dotProduct, Fin.sum_univ_two] at h0 h1
    exact ⟨h0, h1⟩
  · rintro ⟨h0, h1⟩
    ext i
    fin_cases i
    · simpa [hamiltonian, Matrix.mulVec, dotProduct, Fin.sum_univ_two] using h0
    · simpa [hamiltonian, Matrix.mulVec, dotProduct, Fin.sum_univ_two] using h1
```

Multiply the first equation by $E$ and replace $Ev_1$ by $tv_0$:
$$\big(E^2-(D-s)E-t^2\big)v_0=0.$$
Multiplying the second by $E-(D-s)$ and using the first gives the same factor times $v_1$. Since $v\neq0$, the factor vanishes, so $E^2=(D-s)E+t^2$. The Lean proof assumes otherwise and finds both amplitudes zero; `linear_combination` records the multipliers.

```lean
/-- Every level satisfies the secular equation `E² = (D - s) E + t²`. -/
theorem secular {D t s E : ℝ} (h : IsLevel D t s E) : E ^ 2 = (D - s) * E + t ^ 2 := by
  obtain ⟨v, hv, h⟩ := h
  obtain ⟨h0, h1⟩ := eigen_iff.mp h
  by_contra hne
  have k : E ^ 2 - (D - s) * E - t ^ 2 ≠ 0 := fun h => hne (by linarith)
  -- otherwise both amplitudes vanish
  have a0 : v 0 = 0 := (mul_eq_zero.mp (show (E ^ 2 - (D - s) * E - t ^ 2) * v 0 = 0 by
    linear_combination -E * h0 - t * h1)).resolve_left k
  have b0 : v 1 = 0 := (mul_eq_zero.mp (show (E ^ 2 - (D - s) * E - t ^ 2) * v 1 = 0 by
    linear_combination -t * h0 - (E - (D - s)) * h1)).resolve_left k
  apply hv
  ext i
  fin_cases i
  · exact a0
  · exact b0
```

Let $E_1<E_2$ be levels. Subtracting their secular equations and dividing by $E_2-E_1$ gives $E_1+E_2=D-s$. Substituting this back gives $E_1E_2=-t^2$. Hence
$$(E_2-E_1)^2=(E_1+E_2)^2-4E_1E_2=(D-s)^2+4t^2,$$
and the positive root is $g$.

```lean
/-- Two distinct levels are separated by `g(s) = √((D - s)² + 4t²)`. -/
theorem level_difference {D t s E₁ E₂ : ℝ} (h₁ : IsLevel D t s E₁) (h₂ : IsLevel D t s E₂)
    (hlt : E₁ < E₂) : E₂ - E₁ = gap D t s := by
  have q₁ := secular h₁
  have q₂ := secular h₂
  -- the two levels sum to the trace
  have hs : E₁ + E₂ = D - s :=
    mul_left_cancel₀ (sub_ne_zero.mpr hlt.ne') (by linear_combination q₂ - q₁)
  have hd : (D - s) ^ 2 + 4 * t ^ 2 = (E₂ - E₁) ^ 2 := by
    linear_combination -4 * q₁ - ((D - s) - 3 * E₁ + E₂) * hs
  rw [gap, hd, Real.sqrt_sq (by linarith)]
```

The secular equation factorises as $(E-E_-)(E-E_--g)=0$, so no other levels are possible. Conversely, for either root the vector $(E,t)$ satisfies both component equations, and it is nonzero because $t\neq0$.

```lean
/-- For nonzero coupling the levels are exactly `((D - s) - g) / 2` and that energy plus `g`. -/
theorem isLevel_iff {D t s E : ℝ} (ht : t ≠ 0) :
    IsLevel D t s E ↔ E = lower D t s ∨ E = lower D t s + gap D t s := by
  have hg := gap_sq D t s
  constructor
  · intro h
    have q := secular h
    have hp : (E - lower D t s) * (E - (lower D t s + gap D t s)) = 0 := by
      unfold lower
      linear_combination q - hg / 4
    rcases mul_eq_zero.mp hp with h | h
    · exact Or.inl (sub_eq_zero.mp h)
    · exact Or.inr (sub_eq_zero.mp h)
  · intro h
    have q : E ^ 2 = (D - s) * E + t ^ 2 := by
      rcases h with h | h <;> rw [h] <;> unfold lower <;> linear_combination hg / 4
    refine ⟨![E, t], fun h => ht (congrFun h 1), eigen_iff.mpr ⟨?_, ?_⟩⟩
    · show (D - s) * E + t * t = E * E
      linear_combination -q
    · show t * E = E * t
      ring
```

For any shift $u$, $g(u)^2-g(D)^2=(D-u)^2\ge0$, with equality only at $u=D$. The minimum therefore lies at $s=D$ alone, with $g(D)=2|t|$. This also holds for $t=0$. In Lean, comparing a minimising $s$ with $D$ and squaring forces $(D-s)^2=0$.

```lean
/-- The gap at shift `s` is minimal among all shifts exactly when `s = D`, and its value
there is `2|t|`. -/
theorem gap_minimal (D t : ℝ) :
    (∀ s, (∀ u, gap D t s ≤ gap D t u) ↔ s = D) ∧ gap D t D = 2 * |t| := by
  refine ⟨fun s => ⟨fun h => ?_, fun h u => ?_⟩, ?_⟩
  · have h0 : 0 ≤ gap D t s := Real.sqrt_nonneg _
    have h1 := pow_le_pow_left₀ h0 (h D) 2
    rw [gap_sq, gap_sq] at h1
    have h2 : (D - s) ^ 2 = 0 := le_antisymm (by nlinarith) (sq_nonneg _)
    have h3 : D - s = 0 := pow_eq_zero_iff (two_ne_zero) |>.mp h2
    linarith
  · rw [h]
    exact Real.sqrt_le_sqrt (by nlinarith [sq_nonneg (D - u)])
  · have h : (D - D) ^ 2 + 4 * t ^ 2 = (2 * |t|) ^ 2 := by
      rw [mul_pow, sq_abs]
      ring
    rw [gap, h, Real.sqrt_sq (by positivity)]
```

## The d weight and its slope

Normalising the eigenvector for $E_-$ gives
$$v=\frac{(E_-,\,t)}{\sqrt{E_-^2+t^2}},$$
so a ground state exists at every shift when $t\neq0$.

```lean
/-- For nonzero coupling, the vector `(E, t) / √(E² + t²)` with `E = ((D - s) - g) / 2`
is a ground state. -/
theorem groundState_witness {t : ℝ} (ht : t ≠ 0) (D s : ℝ) :
    IsGroundState D t s ![lower D t s / √(lower D t s ^ 2 + t ^ 2),
      t / √(lower D t s ^ 2 + t ^ 2)] := by
  have q := secular ((isLevel_iff (D := D) (s := s) ht).mpr (Or.inl rfl))
  have hp : 0 < lower D t s ^ 2 + t ^ 2 := by positivity
  have hN := Real.sq_sqrt hp.le
  set N := √(lower D t s ^ 2 + t ^ 2)
  refine ⟨?_, lower D t s, eigen_iff.mpr ⟨?_, ?_⟩, fun E' h => ?_⟩
  · show (lower D t s / N) ^ 2 + (t / N) ^ 2 = 1
    rw [div_pow, div_pow, ← add_div, hN, div_self hp.ne']
  · show (D - s) * (lower D t s / N) + t * (t / N) = lower D t s * (lower D t s / N)
    linear_combination -(1 / N) * q
  · show t * (lower D t s / N) = lower D t s * (t / N)
    ring
  · have hg := gap_pos ht D s
    rcases (isLevel_iff ht).mp h with h | h <;> linarith
```

Now take any ground state. Minimality selects $E=E_-$. Multiply the first component equation by $v_0$, the second by $v_1$, and subtract:
$$(D-s)v_0^2=E_-(v_0^2-v_1^2)=E_-(2v_0^2-1).$$
Since $2E_--(D-s)=-g$, this becomes $g\,v_0^2=-E_-$, or
$$v_0^2=\tfrac12\Big(1-\frac{D-s}{g}\Big).$$
The overall sign of $v$ has no effect.

```lean
/-- For nonzero coupling, every ground state has d weight `(1 - (D - s) / g(s)) / 2`. -/
theorem dWeight_eq {D t s : ℝ} {v : Fin 2 → ℝ} (ht : t ≠ 0) (hv : IsGroundState D t s v) :
    v 0 ^ 2 = (1 - (D - s) / gap D t s) / 2 := by
  obtain ⟨hn, E, hE, hmin⟩ := hv
  have hg := gap_pos ht D s
  have hv0 : v ≠ 0 := by
    rintro rfl
    simp at hn
  -- minimality selects the lower root
  have hEl : E = lower D t s := by
    have h1 := hmin _ ((isLevel_iff ht).mpr (Or.inl rfl))
    rcases (isLevel_iff ht).mp ⟨v, hv0, hE⟩ with h | h
    · exact h
    · linarith
  obtain ⟨h0, h1⟩ := eigen_iff.mp hE
  rw [hEl] at h0 h1
  unfold lower at h0 h1
  have key : v 0 ^ 2 * gap D t s = (gap D t s - (D - s)) / 2 := by
    linear_combination v 0 * h0 - v 1 * h1 - ((D - s) - gap D t s) / 2 * hn
  have hform : (1 - (D - s) / gap D t s) / 2 = (gap D t s - (D - s)) / 2 / gap D t s := by
    field_simp
  rw [hform, eq_div_iff hg.ne']
  exact key
```

Put $x=D-s$, so $x'=-1$ and $g'=-x/g$. Then
$$\Big(\frac xg\Big)'=\frac{-g+x^2/g}{g^2}=\frac{x^2-g^2}{g^3}=-\frac{4t^2}{g^3},$$
and therefore
$$\frac{d}{ds}v_0^2=\frac{2t^2}{g^3}>0.$$
In the theorem, `v` picks a ground state at each shift, with no continuity assumed. The proof replaces its squared d amplitude by the formula above, then differentiates the quotient.

For DFT+U-type calculations, this non-interacting two-orbital model with a prescribed shift shows how a double-counting choice can alter both level splitting and d–ligand mixing.

```lean
/-- For nonzero coupling and any choice of ground state at each shift, the d weight has
derivative `2t² / g(s)³` with respect to the shift, and this is positive. -/
theorem dWeight_hasDerivAt {D t : ℝ} (ht : t ≠ 0) {v : ℝ → Fin 2 → ℝ}
    (hv : ∀ s, IsGroundState D t s (v s)) (s : ℝ) :
    HasDerivAt (fun u => v u 0 ^ 2) (2 * t ^ 2 / gap D t s ^ 3) s ∧
      0 < 2 * t ^ 2 / gap D t s ^ 3 := by
  have hg := gap_pos ht D s
  refine ⟨?_, by positivity⟩
  have hw : (fun u => v u 0 ^ 2) = fun u => (1 - (D - u) / gap D t u) / 2 :=
    funext fun u => dWeight_eq ht (hv u)
  have hne : (D - s) ^ 2 + 4 * t ^ 2 ≠ 0 := by positivity
  have h1 : HasDerivAt (fun u => D - u) (-1) s := (hasDerivAt_id' s).const_sub D
  -- slope of the gap
  have h2 : HasDerivAt (fun u => gap D t u) (-(D - s) / gap D t s) s := by
    refine (((h1.fun_pow 2).add_const (4 * t ^ 2)).sqrt hne).congr_deriv ?_
    show _ / (2 * gap D t s) = -(D - s) / gap D t s
    rw [div_eq_div_iff (mul_ne_zero two_ne_zero hg.ne') hg.ne']
    simp only [Nat.cast_ofNat, Nat.reduceSub, pow_one]
    ring
  rw [hw]
  refine (((h1.fun_div h2 hg.ne').const_sub 1).div_const 2).congr_deriv ?_
  have h3 : t ^ 2 = (gap D t s ^ 2 - (D - s) ^ 2) / 4 := by
    linear_combination -(gap_sq D t s) / 4
  rw [h3]
  field_simp
  ring

end

end DoubleCountingShift
```

```lean
#print axioms DoubleCountingShift.level_difference
-- 'DoubleCountingShift.level_difference' depends on axioms: [propext, Classical.choice, Quot.sound]
#print axioms DoubleCountingShift.gap_minimal
-- 'DoubleCountingShift.gap_minimal' depends on axioms: [propext, Classical.choice, Quot.sound]
#print axioms DoubleCountingShift.dWeight_hasDerivAt
-- 'DoubleCountingShift.dWeight_hasDerivAt' depends on axioms: [propext, Classical.choice, Quot.sound]
```
